# Rotating the level splitting makes a truncated Coulomb-gauge model unitarily equivalent to the dipole gauge

## A two-level emitter and one field mode

Let an emitter have two levels separated by the energy $w$, and let it couple to one field mode of which $n$ states are kept. The $n\times n$ matrix $F$ is the energy of the mode, typically $\omega a^\dagger a$ with mode frequency $\omega$ and ladder operators $a$, $a^\dagger$. The Hermitian matrix $A$ is the dimensionless field quadrature, typically $a+a^\dagger$, and the real number $\eta$ is the coupling strength. We set $\hbar=1$, write the emitter factor first in every tensor product, and take $\sigma_z=\mathrm{diag}(1,-1)$, so the upper level comes first. The gauge transformation is

$$U=\exp(i\eta\,\sigma_x\otimes A).$$

Energies must not depend on the gauge, yet cutting the emitter down to two levels can make them do so. The two Hamiltonians to compare are

$$H_D=U^\dagger(1\otimes F)U+\tfrac w2\,\sigma_z\otimes1,$$
$$H_C=1\otimes F+\tfrac w2\big(\sigma_z\otimes\cos 2\eta A+\sigma_y\otimes\sin 2\eta A\big),$$

for the dipole and the Coulomb gauge. For Hermitian $A$ they satisfy $UH_DU^\dagger=H_C$ and have the same characteristic polynomial. If the cosine and sine are cut at first order, the equivalence fails whenever $w$, $\eta$ and $A$ are nonzero.

In a cavity simulation with one two-level emitter and a finite mode basis, $H_D$ and $H_C$ as written above, built from the same matrices $A$ and $F$, therefore have the same levels at any coupling strength.

## Derivation

**Exponential.** Put $P_\pm=(1\pm\sigma_x)/2$. Then $P_++P_-=1$ and $P_\pm\sigma_x=\pm P_\pm$, so by induction

$$(\sigma_x\otimes B)^k=P_+\otimes B^k+P_-\otimes(-B)^k$$

for any $n\times n$ matrix $B$. Dividing by $k!$ and summing gives $e^{\sigma_x\otimes B}=P_+\otimes e^B+P_-\otimes e^{-B}$. With $B=iM$, collecting the terms in $1$ and $\sigma_x$ yields

$$e^{i\sigma_x\otimes M}=1\otimes\cos M+i\sigma_x\otimes\sin M.$$

**Rotation.** Write $U(\eta)$ for $U$. Since $\sigma_x$ and $A$ are Hermitian, $U(\eta)^\dagger=U(-\eta)$, and hence $UU^\dagger=1$. Since $\sigma_z\sigma_x=-\sigma_x\sigma_z$, we have $\sigma_zP_\pm=P_\mp\sigma_z$, and so $(\sigma_z\otimes1)U(-\eta)=U(\eta)(\sigma_z\otimes1)$. Therefore

$$U(\sigma_z\otimes1)U^\dagger=U^2(\sigma_z\otimes1)=\sigma_z\otimes\cos2\eta A+\sigma_y\otimes\sin2\eta A,$$

where the last step uses $U^2=e^{i\sigma_x\otimes2\eta A}$ and $i\sigma_x\sigma_z=\sigma_y$.

**Spectrum.** In $UH_DU^\dagger$ the first term becomes $1\otimes F$ and the second is the rotation just found, so the result is $H_C$. Then $\det(x-UH_DU^\dagger)=\det(x-H_D)$.

**First-order coupling.** Let $H_L=1\otimes F+\frac w2(\sigma_z\otimes1+\sigma_y\otimes2\eta A)$. For $S=\sigma_z\otimes C+\sigma_y\otimes D$, with $C$, $D$ any $n\times n$ matrices, the traces of $\sigma_y$, $\sigma_z$ and their products $\sigma_y\sigma_z$, $\sigma_z\sigma_y$ vanish, so

$$\mathrm{tr}\,(1\otimes F+\tfrac w2S)^2=2\,\mathrm{tr}F^2+\tfrac{w^2}{4}\,\mathrm{tr}S^2,\qquad \mathrm{tr}S^2=2\,\mathrm{tr}C^2+2\,\mathrm{tr}D^2.$$

In $H_C$, $S$ is a rotated $\sigma_z\otimes1$, with $\mathrm{tr}S^2=2n$. In $H_L$ it is $2n+8\eta^2\mathrm{tr}A^2$. Hence

$$\mathrm{tr}H_L^2=\mathrm{tr}H_D^2+2w^2\eta^2\,\mathrm{tr}A^2.$$

For Hermitian $A\neq0$, $\mathrm{tr}A^2=\sum_{ij}|A_{ij}|^2>0$. A change of basis preserves the trace of the square, so none connects $H_D$ to $H_L$ when $w,\eta\neq0$.

## Zero and one photon

Take $n=2$, $F=\mathrm{diag}(0,1)$, $A=\begin{pmatrix}0&1\\1&0\end{pmatrix}$, $w=2$ and $\eta=\pi/4$. Let $\tau_x,\tau_y,\tau_z$ be the Pauli matrices of the mode, so $A=\tau_x$ and $F=(1-\tau_z)/2$. Since $A^2=1$, $\cos2\eta A=0$ and $\sin2\eta A=A$. Omitting tensor signs,

$$H_C=\tfrac12-\tfrac12\tau_z+\sigma_y\tau_x,\qquad H_D=\tfrac12+\tfrac12\sigma_x\tau_y+\sigma_z.$$

In each case the last two terms anticommute, so $(H-\frac12)^2=\frac14+1=\frac54$. Both have the eigenvalues $(1\pm\sqrt5)/2$, each twice, and $\mathrm{tr}H^2=6$. The first-order model has $\mathrm{tr}H_L^2=6+\pi^2$.

## The model in Lean

The type `n` labels the mode states, and `Fin 2 × n` labels those of the whole system. The symbol `⊗ₖ` is the Kronecker product and `ᴴ` the adjoint.

```lean
import Mathlib

open Matrix
open scoped Kronecker ComplexOrder

namespace TruncatedGauge

noncomputable section

universe u

variable {n : Type u} [Fintype n] [DecidableEq n]
```

The Pauli matrices are explicit, and `xPlus` and `xMinus` are $P_+$ and $P_-$.

```lean
/-- The Pauli matrix `σx`. -/
def σx : Matrix (Fin 2) (Fin 2) ℂ := !![0, 1; 1, 0]

/-- The Pauli matrix `σy`. -/
def σy : Matrix (Fin 2) (Fin 2) ℂ := !![0, -Complex.I; Complex.I, 0]

/-- The Pauli matrix `σz`. -/
def σz : Matrix (Fin 2) (Fin 2) ℂ := !![1, 0; 0, -1]

/-- The projector `(1 + σx)/2`. -/
def xPlus : Matrix (Fin 2) (Fin 2) ℂ := (1 / 2 : ℂ) • (1 + σx)

/-- The projector `(1 - σx)/2`. -/
def xMinus : Matrix (Fin 2) (Fin 2) ℂ := (1 / 2 : ℂ) • (1 - σx)
```

The matrix cosine and sine are defined by exponentials, for any square matrix.

```lean
/-- The matrix cosine `(exp(iM) + exp(-iM))/2`. -/
def cosM (M : Matrix n n ℂ) : Matrix n n ℂ :=
  (1 / 2 : ℂ) • (NormedSpace.exp (Complex.I • M) + NormedSpace.exp (-(Complex.I • M)))

/-- The matrix sine `(exp(iM) - exp(-iM))/(2i)`. -/
def sinM (M : Matrix n n ℂ) : Matrix n n ℂ :=
  (-(Complex.I / 2)) • (NormedSpace.exp (Complex.I • M) - NormedSpace.exp (-(Complex.I • M)))
```

The next four definitions are $U$, $H_D$, $H_C$ and $H_L$. Nothing requires `F` to be Hermitian, though a physical mode energy is.

```lean
/-- The gauge transformation `U = exp(iη σx ⊗ A)` of the truncated model. -/
def gaugeU (η : ℝ) (A : Matrix n n ℂ) : Matrix (Fin 2 × n) (Fin 2 × n) ℂ :=
  NormedSpace.exp ((Complex.I * (η : ℂ)) • (σx ⊗ₖ A))

/-- The dipole-gauge Hamiltonian `Uᴴ (1 ⊗ F) U + (w/2) σz ⊗ 1`. -/
def dipoleH (η w : ℝ) (A F : Matrix n n ℂ) : Matrix (Fin 2 × n) (Fin 2 × n) ℂ :=
  (gaugeU η A)ᴴ * ((1 : Matrix (Fin 2) (Fin 2) ℂ) ⊗ₖ F) * gaugeU η A
    + ((w : ℂ) / 2) • (σz ⊗ₖ (1 : Matrix n n ℂ))

/-- The Coulomb-gauge Hamiltonian
`1 ⊗ F + (w/2) (σz ⊗ cos(2ηA) + σy ⊗ sin(2ηA))`. -/
def coulombH (η w : ℝ) (A F : Matrix n n ℂ) : Matrix (Fin 2 × n) (Fin 2 × n) ℂ :=
  (1 : Matrix (Fin 2) (Fin 2) ℂ) ⊗ₖ F + ((w : ℂ) / 2) •
    (σz ⊗ₖ cosM ((2 * (η : ℂ)) • A) + σy ⊗ₖ sinM ((2 * (η : ℂ)) • A))

/-- The model with coupling cut at first order in `η`:
`1 ⊗ F + (w/2) (σz ⊗ 1 + σy ⊗ 2ηA)`. -/
def linearH (η w : ℝ) (A F : Matrix n n ℂ) : Matrix (Fin 2 × n) (Fin 2 × n) ℂ :=
  (1 : Matrix (Fin 2) (Fin 2) ℂ) ⊗ₖ F + ((w : ℂ) / 2) •
    (σz ⊗ₖ (1 : Matrix n n ℂ) + σy ⊗ₖ ((2 * (η : ℂ)) • A))
```

The model leaves out losses, other field modes and further emitter levels, and the limit of infinitely many photon states is not treated. Truncated ladder matrices do not satisfy $[a,a^\dagger]=1$, so `dipoleH` can differ from the familiar form with a coupling linear in the field.

## Euler's formula for the coupled system

In the first theorem `hpow` is the induction on powers. `hs` supplies the exponential series, `hk` carries a convergent sum through $P\otimes{\cdot}$, and uniqueness of the sum finishes the argument.

```lean
/-- The exponential of `σx ⊗ B` acts as `exp B` on the range of `(1 + σx)/2` and as
`exp(-B)` on the range of `(1 - σx)/2`. -/
theorem exp_sigmaX_kronecker (B : Matrix n n ℂ) :
    NormedSpace.exp (σx ⊗ₖ B)
      = xPlus ⊗ₖ NormedSpace.exp B + xMinus ⊗ₖ NormedSpace.exp (-B) := by
  have hs : ∀ (m : Type u) [Fintype m] [DecidableEq m] (M : Matrix m m ℂ),
      HasSum (fun k : ℕ => ((k.factorial : ℂ)⁻¹) • M ^ k) (NormedSpace.exp M) := by
    intro m _ _ M
    let _ : NormedRing (Matrix m m ℂ) := Matrix.linftyOpNormedRing
    let _ : NormedAlgebra ℂ (Matrix m m ℂ) := Matrix.linftyOpNormedAlgebra
    exact NormedSpace.exp_series_hasSum_exp' (𝕂 := ℂ) M
  have hk : ∀ (P : Matrix (Fin 2) (Fin 2) ℂ) (f : ℕ → Matrix n n ℂ) (a : Matrix n n ℂ),
      HasSum f a → HasSum (fun k => P ⊗ₖ f k) (P ⊗ₖ a) := by
    intro P f a h
    have hc : Continuous (fun M : Matrix n n ℂ => P ⊗ₖ M) :=
      continuous_matrix fun i j => continuous_const.mul (continuous_id.matrix_elem i.2 j.2)
    exact h.map (AddMonoidHom.mk' (fun M : Matrix n n ℂ => P ⊗ₖ M)
      (fun a b => Matrix.kronecker_add _ _ _)) hc
  have hxx : σx * σx = 1 := by
    ext i j; fin_cases i <;> fin_cases j <;> simp [σx]
  have hp : xPlus * σx = xPlus := by
    rw [xPlus, smul_mul_assoc, add_mul, one_mul, hxx, add_comm]
  have hm : xMinus * σx = -xMinus := by
    rw [xMinus, smul_mul_assoc, sub_mul, one_mul, hxx, ← smul_neg, neg_sub]
  -- powers split over the two eigenspaces of σx
  have hpow : ∀ k : ℕ, (σx ⊗ₖ B) ^ k = xPlus ⊗ₖ (B ^ k) + xMinus ⊗ₖ ((-B) ^ k) := by
    intro k
    induction k with
    | zero =>
      have h1 : xPlus + xMinus = 1 := by
        rw [xPlus, xMinus]; module
      rw [pow_zero, pow_zero, pow_zero, ← Matrix.add_kronecker, h1, Matrix.one_kronecker_one]
    | succ k ih =>
      have h2 : (-xMinus) ⊗ₖ ((-B) ^ k * B) = xMinus ⊗ₖ ((-B) ^ k * (-B)) := by
        rw [mul_neg]
        ext i j
        simp only [Matrix.kroneckerMap_apply, Matrix.neg_apply]
        ring
      rw [pow_succ, ih, add_mul, ← Matrix.mul_kronecker_mul, ← Matrix.mul_kronecker_mul,
        hp, hm, h2, ← pow_succ, ← pow_succ]
  have h3 := hs (Fin 2 × n) (σx ⊗ₖ B)
  simp only [hpow, smul_add, ← Matrix.kronecker_smul] at h3
  exact h3.unique ((hk xPlus _ _ (hs n B)).add (hk xMinus _ _ (hs n (-B))))
```

Setting $B=iM$ and comparing entries gives Euler's formula.

```lean
/-- Euler's formula for the coupled system: `exp(i σx ⊗ M) = 1 ⊗ cos M + i σx ⊗ sin M`. -/
theorem euler_sigmaX (M : Matrix n n ℂ) :
    NormedSpace.exp (Complex.I • (σx ⊗ₖ M))
      = (1 : Matrix (Fin 2) (Fin 2) ℂ) ⊗ₖ cosM M + Complex.I • (σx ⊗ₖ sinM M) := by
  have hI : Complex.I * (-(Complex.I / 2)) = 1 / 2 := by
    linear_combination (-1 / 2 : ℂ) * Complex.I_mul_I
  rw [← Matrix.kronecker_smul, ← Matrix.kronecker_smul, exp_sigmaX_kronecker, sinM, cosM,
    smul_smul, hI]
  ext i j
  simp only [xPlus, xMinus, Matrix.add_apply, Matrix.sub_apply, Matrix.smul_apply,
    Matrix.kroneckerMap_apply, smul_eq_mul]
  ring
```

## Unitarity and the rotated splitting

Hermiticity of `A` enters through the adjoint. Unitarity follows because the two exponents commute and add to zero.

```lean
/-- For Hermitian `A`, the adjoint of the gauge transformation reverses the sign of `η`. -/
theorem gaugeU_conjTranspose (η : ℝ) {A : Matrix n n ℂ} (hA : A.IsHermitian) :
    (gaugeU η A)ᴴ = gaugeU (-η) A := by
  have hx : σxᴴ = σx := by
    ext i j; fin_cases i <;> fin_cases j <;> simp [σx]
  have hc : star (Complex.I * (η : ℂ)) = Complex.I * ((-η : ℝ) : ℂ) := by simp
  rw [gaugeU, gaugeU, ← Matrix.exp_conjTranspose, Matrix.conjTranspose_smul,
    Matrix.conjTranspose_kronecker, hx, hA.eq, hc]

/-- For Hermitian `A`, the gauge transformation is unitary. -/
theorem gaugeU_unitary (η : ℝ) {A : Matrix n n ℂ} (hA : A.IsHermitian) :
    gaugeU η A * (gaugeU η A)ᴴ = 1 := by
  have h0 : Complex.I * (η : ℂ) + Complex.I * ((-η : ℝ) : ℂ) = 0 := by
    push_cast; ring
  rw [gaugeU_conjTranspose η hA, gaugeU, gaugeU, ← Matrix.exp_add_of_commute _ _
    (((Commute.refl (σx ⊗ₖ A)).smul_left _).smul_right _), ← add_smul, h0, zero_smul,
    NormedSpace.exp_zero]
```

In the rotation theorem, `flip` moves $\sigma_z$ through $U$, `hUU` combines the two factors of $U$, and `hy` is $i\sigma_x\sigma_z=\sigma_y$.

```lean
/-- For Hermitian `A`, the gauge transformation rotates the level splitting:
`U (σz ⊗ 1) Uᴴ = σz ⊗ cos(2ηA) + σy ⊗ sin(2ηA)`. -/
theorem gaugeU_conj_sigmaZ (η : ℝ) {A : Matrix n n ℂ} (hA : A.IsHermitian) :
    gaugeU η A * (σz ⊗ₖ (1 : Matrix n n ℂ)) * (gaugeU η A)ᴴ
      = σz ⊗ₖ cosM ((2 * (η : ℂ)) • A) + σy ⊗ₖ sinM ((2 * (η : ℂ)) • A) := by
  have hzx : σz * σx = -(σx * σz) := by
    ext i j; fin_cases i <;> fin_cases j <;> simp [σx, σz]
  have hy : Complex.I • (σx * σz) = σy := by
    ext i j; fin_cases i <;> fin_cases j <;> simp [σx, σy, σz]
  have hp : σz * xPlus = xMinus * σz := by
    rw [xPlus, xMinus, mul_smul_comm, smul_mul_assoc, mul_add, sub_mul, hzx, mul_one,
      one_mul, sub_eq_add_neg]
  have hm : σz * xMinus = xPlus * σz := by
    rw [xPlus, xMinus, mul_smul_comm, smul_mul_assoc, mul_sub, add_mul, hzx, mul_one,
      one_mul, sub_neg_eq_add]
  have hU : gaugeU η A = NormedSpace.exp (σx ⊗ₖ ((Complex.I * (η : ℂ)) • A)) := by
    rw [gaugeU, Matrix.kronecker_smul]
  have hV : gaugeU (-η) A = NormedSpace.exp (σx ⊗ₖ (-((Complex.I * (η : ℂ)) • A))) := by
    have hc : Complex.I * ((-η : ℝ) : ℂ) = -(Complex.I * (η : ℂ)) := by
      push_cast; ring
    rw [gaugeU, ← neg_smul, Matrix.kronecker_smul, hc]
  -- moving σz through U reverses the sign of η
  have flip : (σz ⊗ₖ (1 : Matrix n n ℂ)) * gaugeU (-η) A
      = gaugeU η A * (σz ⊗ₖ (1 : Matrix n n ℂ)) := by
    rw [hU, hV, exp_sigmaX_kronecker, exp_sigmaX_kronecker, neg_neg]
    simp only [mul_add, add_mul, ← Matrix.mul_kronecker_mul, one_mul, mul_one, hp, hm]
    exact add_comm _ _
  have hUU : gaugeU η A * gaugeU η A
      = NormedSpace.exp (Complex.I • (σx ⊗ₖ ((2 * (η : ℂ)) • A))) := by
    rw [gaugeU, ← Matrix.exp_add_of_commute _ _ (Commute.refl _), Matrix.kronecker_smul]
    congr 1
    module
  rw [gaugeU_conjTranspose η hA, mul_assoc, flip, ← mul_assoc, hUU, euler_sigmaX, add_mul,
    smul_mul_assoc, ← Matrix.mul_kronecker_mul, ← Matrix.mul_kronecker_mul,
    ← Matrix.smul_kronecker, hy, one_mul, mul_one, mul_one]
```

## Equal characteristic polynomials

The first statement is the matrix identity $UH_DU^\dagger=H_C$. The second uses the invariance of `charpoly` under exchanging the factors of a product, so eigenvalues agree with their algebraic multiplicities.

```lean
/-- For Hermitian `A`, the gauge transformation carries the dipole-gauge Hamiltonian into
the Coulomb-gauge Hamiltonian. -/
theorem gauge_equivalence (η w : ℝ) {A : Matrix n n ℂ} (hA : A.IsHermitian)
    (F : Matrix n n ℂ) :
    gaugeU η A * dipoleH η w A F * (gaugeU η A)ᴴ = coulombH η w A F := by
  have h1 := gaugeU_unitary η hA
  have h2 : ∀ X : Matrix (Fin 2 × n) (Fin 2 × n) ℂ,
      gaugeU η A * ((gaugeU η A)ᴴ * X * gaugeU η A) * (gaugeU η A)ᴴ = X := by
    intro X
    calc _ = (gaugeU η A * (gaugeU η A)ᴴ) * X * (gaugeU η A * (gaugeU η A)ᴴ) := by
          simp only [mul_assoc]
      _ = X := by rw [h1, one_mul, mul_one]
  rw [dipoleH, coulombH, mul_add, add_mul, h2, mul_smul_comm, smul_mul_assoc,
    gaugeU_conj_sigmaZ η hA]

/-- Gauge consistency of the truncated model: for Hermitian `A`, the Coulomb-gauge and
dipole-gauge Hamiltonians have the same characteristic polynomial. -/
theorem charpoly_coulomb_eq_dipole (η w : ℝ) {A : Matrix n n ℂ} (hA : A.IsHermitian)
    (F : Matrix n n ℂ) :
    (coulombH η w A F).charpoly = (dipoleH η w A F).charpoly := by
  rw [← gauge_equivalence η w hA F, Matrix.charpoly_mul_comm, ← mul_assoc,
    mul_eq_one_comm.mp (gaugeU_unitary η hA), one_mul]
```

## The cost of first-order coupling

The condition `W * V = 1` makes `W` the inverse of `V`, so the next lemma allows any invertible change of basis, unitary or not.

```lean
/-- A change of basis `H ↦ V H W` with `W V = 1` preserves the trace of the square. -/
theorem trace_sq_similar {m : Type*} [Fintype m] [DecidableEq m] {V W : Matrix m m ℂ}
    (h : W * V = 1) (H : Matrix m m ℂ) :
    trace ((V * H * W) * (V * H * W)) = trace (H * H) := by
  have e : (V * H * W) * (V * H * W) = V * (H * (W * V) * H * W) := by
    simp only [mul_assoc]
  rw [e, h, mul_one, Matrix.trace_mul_comm, mul_assoc, h, mul_one]
```

Here `key` is the trace formula for $1\otimes F+cS$, with $c$ a complex number. `hrot` evaluates $\mathrm{tr}S^2$ for the rotated splitting from unitarity, without needing $\cos^2+\sin^2=1$.

```lean
/-- For Hermitian `A`, cutting the coupling at first order raises the trace of the squared
Hamiltonian by `2 w² η² tr A²` above its dipole-gauge value. -/
theorem trace_sq_linear (η w : ℝ) {A : Matrix n n ℂ} (hA : A.IsHermitian)
    (F : Matrix n n ℂ) :
    trace (linearH η w A F * linearH η w A F)
      = trace (dipoleH η w A F * dipoleH η w A F)
        + 2 * (w : ℂ) ^ 2 * (η : ℂ) ^ 2 * trace (A * A) := by
  have t1 : trace (1 : Matrix (Fin 2) (Fin 2) ℂ) = 2 := by simp
  have tz : trace σz = 0 := by simp [σz, Matrix.trace_fin_two]
  have ty : trace σy = 0 := by simp [σy, Matrix.trace_fin_two]
  have tzz : trace (σz * σz) = 2 := by norm_num [σz, Matrix.trace_fin_two]
  have tyy : trace (σy * σy) = 2 := by norm_num [σy, Matrix.trace_fin_two]
  have tzy : trace (σz * σy) = 0 := by simp [σz, σy, Matrix.trace_fin_two]
  have tyz : trace (σy * σz) = 0 := by simp [σz, σy, Matrix.trace_fin_two]
  have hS : ∀ C D : Matrix n n ℂ, trace ((σz ⊗ₖ C + σy ⊗ₖ D) * (σz ⊗ₖ C + σy ⊗ₖ D))
      = 2 * trace (C * C) + 2 * trace (D * D) := by
    intro C D
    simp only [mul_add, add_mul, ← Matrix.mul_kronecker_mul, Matrix.trace_add,
      Matrix.trace_kronecker, tzz, tyy, tzy, tyz]
    ring
  -- the Pauli matrices are traceless, so F and the coupling do not interfere
  have key : ∀ (c : ℂ) (C D : Matrix n n ℂ),
      trace (((1 : Matrix (Fin 2) (Fin 2) ℂ) ⊗ₖ F + c • (σz ⊗ₖ C + σy ⊗ₖ D))
        * ((1 : Matrix (Fin 2) (Fin 2) ℂ) ⊗ₖ F + c • (σz ⊗ₖ C + σy ⊗ₖ D)))
      = 2 * trace (F * F) + c ^ 2 * (2 * trace (C * C) + 2 * trace (D * D)) := by
    intro c C D
    simp only [smul_add, mul_add, add_mul, smul_mul_assoc, mul_smul_comm,
      ← Matrix.mul_kronecker_mul, Matrix.trace_add, Matrix.trace_smul,
      Matrix.trace_kronecker, one_mul, mul_one, t1, tz, ty, tzz, tyy, tzy, tyz, smul_eq_mul]
    ring
  have hu := mul_eq_one_comm.mp (gaugeU_unitary η hA)
  have hrot := hS (cosM ((2 * (η : ℂ)) • A)) (sinM ((2 * (η : ℂ)) • A))
  rw [← gaugeU_conj_sigmaZ η hA, trace_sq_similar hu, ← Matrix.mul_kronecker_mul,
    Matrix.trace_kronecker, tzz, mul_one] at hrot
  rw [← trace_sq_similar hu (dipoleH η w A F), gauge_equivalence η w hA F, linearH, coulombH,
    key, key, ← hrot]
  simp only [smul_mul_assoc, mul_smul_comm, Matrix.trace_smul, smul_eq_mul, mul_one]
  ring
```

If the two models were similar, the trace formula would force $\mathrm{tr}A^\dagger A=0$ and hence $A=0$. Both models contain the same `F`, so the theorem does not decide the case in which an $A^2$ term is added to the first-order model alone.

```lean
/-- For nonzero `w` and `η` and nonzero Hermitian `A`, no change of basis turns the
dipole-gauge Hamiltonian into the model with first-order coupling and the same `F`. -/
theorem linear_not_equivalent {η w : ℝ} {A : Matrix n n ℂ} (hA : A.IsHermitian)
    (hη : η ≠ 0) (hw : w ≠ 0) (hA0 : A ≠ 0) (F : Matrix n n ℂ)
    {V W : Matrix (Fin 2 × n) (Fin 2 × n) ℂ} (hWV : W * V = 1) :
    V * dipoleH η w A F * W ≠ linearH η w A F := by
  intro h
  have t := trace_sq_linear η w hA F
  rw [← h, trace_sq_similar hWV] at t
  have h0 : (2 * (w : ℂ) ^ 2 * (η : ℂ) ^ 2) * trace (A * A) = 0 := by
    linear_combination (-1 : ℂ) * t
  have hne : (2 * (w : ℂ) ^ 2 * (η : ℂ) ^ 2) ≠ 0 := by simp [hw, hη]
  have h1 : trace (Aᴴ * A) = 0 := by
    rw [hA.eq]
    exact (mul_eq_zero.mp h0).resolve_left hne
  exact hA0 (Matrix.trace_conjTranspose_mul_self_eq_zero_iff.mp h1)

end

end TruncatedGauge
```

```lean
#print axioms TruncatedGauge.charpoly_coulomb_eq_dipole
#print axioms TruncatedGauge.linear_not_equivalent
```

```
'TruncatedGauge.charpoly_coulomb_eq_dipole' depends on axioms: [propext, Classical.choice, Quot.sound]
'TruncatedGauge.linear_not_equivalent' depends on axioms: [propext, Classical.choice, Quot.sound]
```
